# Highest-weight components of a finite-dimensional gl(n) representation differ by natural numbers

## Generators, weights and conventions

Let $E_{pq}$ be complex $d\times d$ matrices, with $p,q$ running over $n$ labels. In Lean the labels have type `Fin n`, so they start at 0, and `E p q *ᵥ v` is the matrix $E_{pq}$ applied to the column vector $v$.

```lean
import Mathlib

open Matrix

namespace HighestWeightIntegrality

noncomputable section

variable {n d : ℕ}
```

The matrices are assumed to satisfy

$$[E_{pq},E_{rs}]=\delta_{qr}E_{ps}-\delta_{sp}E_{rq}.$$

Spin-summed excitation operators $\sum_\sigma a^\dagger_{p\sigma}a_{q\sigma}$ obey these relations, with $p,q$ labelling orthonormal spatial orbitals. The predicate `GLRelations` requires nothing else: neither Hermiticity conditions nor irreducibility.

```lean
/-- The gl(n) commutation relations
`[E_pq, E_rs] = δ_qr E_ps - δ_sp E_rq` for a family of complex `d × d` matrices. -/
def GLRelations (E : Fin n → Fin n → Matrix (Fin d) (Fin d) ℂ) : Prop :=
  ∀ p q r s, E p q * E r s - E r s * E p q =
    (if q = r then E p s else 0) - (if s = p then E r q else 0)
```

A highest weight vector is a nonzero $v$ with $E_{pq}v=0$ for $p<q$ and $E_{pp}v=l_pv$. The existence of such a vector is a hypothesis. The $l_p$ are arbitrary complex numbers at the start, as the type `Fin n → ℂ` records.

```lean
/-- A nonzero vector `v` annihilated by all raising generators `E_pq`, `p < q`, and a
simultaneous eigenvector of the `E_pp` with eigenvalues `l_p`. -/
structure IsHighestWeight (E : Fin n → Fin n → Matrix (Fin d) (Fin d) ℂ)
    (l : Fin n → ℂ) (v : Fin d → ℂ) : Prop where
  ne_zero : v ≠ 0
  raise : ∀ p q, p < q → E p q *ᵥ v = 0
  weight : ∀ p, E p p *ᵥ v = l p • v
```

## Two commutators for one pair of labels

Fix $p<q$ and write $H=E_{pp}-E_{qq}$, $F=E_{qp}$, $X=E_{pq}$ and $\Delta=l_p-l_q$. The relations give $[E_{pp},F]=-F$ and $[E_{qq},F]=F$, hence

$$HF=FH-2F.$$

The lemma states this identity applied to an arbitrary vector $w$; it needs only $p\neq q$.

```lean
variable {E : Fin n → Fin n → Matrix (Fin d) (Fin d) ℂ} {l : Fin n → ℂ} {v : Fin d → ℂ}

/-- For `p ≠ q`, moving `E_pp - E_qq` to the right past the generator `E_qp` subtracts twice that
generator. -/
theorem diagonal_past_lowering (hE : GLRelations E) {p q : Fin n} (hpq : p ≠ q)
    (w : Fin d → ℂ) :
    (E p p - E q q) *ᵥ (E q p *ᵥ w) =
      E q p *ᵥ ((E p p - E q q) *ᵥ w) - (2 : ℂ) • (E q p *ᵥ w) := by
  have h1 := hE p p q p
  have h2 := hE q q q p
  simp only [hpq, ↓reduceIte, zero_sub, sub_zero] at h1 h2
  have h : (E p p - E q q) * E q p = E q p * (E p p - E q q) - (E q p + E q p) := by
    rw [sub_mul, mul_sub, sub_eq_iff_eq_add.mp h1, sub_eq_iff_eq_add.mp h2]
    abel
  simp only [mulVec_mulVec]
  rw [h, sub_mulVec, add_mulVec, two_smul]
```

Similarly $[E_{pq},E_{qp}]=E_{pp}-E_{qq}$, so $XF=FX+H$.

```lean
/-- Moving `E_pq` past `E_qp` produces the difference `E_pp - E_qq`. -/
theorem raising_past_lowering (hE : GLRelations E) (p q : Fin n) (w : Fin d → ℂ) :
    E p q *ᵥ (E q p *ᵥ w) = E q p *ᵥ (E p q *ᵥ w) + (E p p - E q q) *ᵥ w := by
  have h1 := hE p q q p
  simp only [↓reduceIte] at h1
  simp only [mulVec_mulVec]
  rw [← h1, ← add_mulVec]
  congr 1
  abel
```

## The string of lowered vectors

On $v$ itself, $Hv=\Delta v$. If $HF^kv=(\Delta-2k)F^kv$, then

$$HF^{k+1}v=FHF^kv-2F^{k+1}v=(\Delta-2(k+1))F^{k+1}v.$$

The Lean induction follows these two steps, and `module` collects the scalar coefficients.

```lean
/-- After `k` lowerings by `E_qp`, the highest weight vector is mapped by `E_pp - E_qq`
to `l_p - l_q - 2k` times itself. -/
theorem weight_of_lowered (hE : GLRelations E) (hv : IsHighestWeight E l v)
    {p q : Fin n} (hpq : p < q) (k : ℕ) :
    (E p p - E q q) *ᵥ (E q p ^ k *ᵥ v) =
      (l p - l q - 2 * (k : ℂ)) • (E q p ^ k *ᵥ v) := by
  induction k with
  | zero => simp [sub_mulVec, hv.weight, sub_smul]
  | succ k ih =>
    rw [pow_succ', ← mulVec_mulVec, diagonal_past_lowering hE hpq.ne, ih, mulVec_smul]
    push_cast
    module
```

Raising undoes one lowering up to a factor:

$$XF^{k+1}v=(k+1)(\Delta-k)F^kv.$$

For $k=0$, $XFv=FXv+Hv=\Delta v$, because $Xv=0$. For the next case,

$$XF^{k+2}v=FXF^{k+1}v+HF^{k+1}v=\big[(k+1)(\Delta-k)+\Delta-2(k+1)\big]F^{k+1}v,$$

and the bracket equals $(k+2)(\Delta-k-1)$. The auxiliary statement `step` is the first equality with the eigenvalue of $H$ inserted.

```lean
/-- For `p < q`, applying `E_pq` to the highest weight vector lowered `k + 1` times by `E_qp` gives
`(k + 1)(l_p - l_q - k)` times the highest weight vector lowered `k` times. -/
theorem raise_lowered (hE : GLRelations E) (hv : IsHighestWeight E l v)
    {p q : Fin n} (hpq : p < q) (k : ℕ) :
    E p q *ᵥ (E q p ^ (k + 1) *ᵥ v) =
      (((k : ℂ) + 1) * (l p - l q - (k : ℂ))) • (E q p ^ k *ᵥ v) := by
  have step : ∀ j : ℕ, E p q *ᵥ (E q p ^ (j + 1) *ᵥ v) =
      E q p *ᵥ (E p q *ᵥ (E q p ^ j *ᵥ v)) +
        (l p - l q - 2 * (j : ℂ)) • (E q p ^ j *ᵥ v) := by
    intro j
    rw [pow_succ', ← mulVec_mulVec, raising_past_lowering hE, weight_of_lowered hE hv hpq]
  induction k with
  | zero =>
    rw [step]
    simp [hv.raise p q hpq]
  | succ k ih =>
    rw [step, ih, mulVec_smul, mulVec_mulVec, ← pow_succ']
    push_cast
    module
```

## Finite dimension ends the string

Suppose $F^kv\neq0$ for every $k=0,\dots,d$. These $d+1$ vectors would be eigenvectors of $H$ with the distinct eigenvalues $\Delta-2k$, and therefore linearly independent in $\mathbb{C}^d$, which is impossible. Some $F^kv$ with $k\le d$ must vanish. In Lean, `inj` supplies the distinctness and the final lines compare the number of vectors with the dimension.

```lean
/-- In a `d`-dimensional space the highest weight vector is annihilated by some power
`k ≤ d` of the lowering generator `E_qp`. -/
theorem lowering_terminates (hE : GLRelations E) (hv : IsHighestWeight E l v)
    {p q : Fin n} (hpq : p < q) : ∃ k, k ≤ d ∧ E q p ^ k *ᵥ v = 0 := by
  by_contra! hne
  have inj : Function.Injective
      (fun k : Fin (d + 1) => l p - l q - 2 * ((k : ℕ) : ℂ)) := by
    intro a b hab
    have h' : l p - l q - 2 * ((a : ℕ) : ℂ) = l p - l q - 2 * ((b : ℕ) : ℂ) := hab
    have h2 : ((a : ℕ) : ℂ) = ((b : ℕ) : ℂ) := by linear_combination (-1 / 2) * h'
    exact Fin.ext (by exact_mod_cast h2)
  -- d + 1 eigenvectors with distinct eigenvalues would be linearly independent
  have li := Module.End.eigenvectors_linearIndependent'
    (Matrix.toLin' (E p p - E q q)) _ inj (fun k => E q p ^ (k : ℕ) *ᵥ v)
    (fun k => ⟨Module.End.mem_eigenspace_iff.mpr (by
      rw [Matrix.toLin'_apply]
      exact weight_of_lowered hE hv hpq k), hne k (by omega)⟩)
  have hc := li.fintype_card_le_finrank
  simp at hc
```

Let $N\le d$ be the first power with $F^Nv=0$. Since $v\neq0$, $N=m+1$ for some natural number $m<d$. The raising formula then gives

$$0=XF^{m+1}v=(m+1)(\Delta-m)F^mv.$$

Neither $F^mv$ nor $m+1$ is zero, so $l_p-l_q=m$. Lower powers do not annihilate $v$, by minimality of $N$, and higher powers do, because they contain $F^{m+1}$. Thus $F^kv\neq0$ exactly when $k\le m$: the weight difference counts the possible lowerings. `Nat.find` selects $N$, and two cancellations remove the nonzero factors.

```lean
/-- For `p < q` the difference `l_p - l_q` of highest weight components is a natural number
`m < d`, and `m` is the largest number of times `E_qp` can act on `v` without giving zero. -/
theorem weight_difference_natural (hE : GLRelations E) (hv : IsHighestWeight E l v)
    {p q : Fin n} (hpq : p < q) :
    ∃ m : ℕ, l p - l q = (m : ℂ) ∧ m < d ∧ ∀ k : ℕ, E q p ^ k *ᵥ v ≠ 0 ↔ k ≤ m := by
  classical
  obtain ⟨k, hkd, hk⟩ := lowering_terminates hE hv hpq
  -- N is the first power of the lowering generator that annihilates v
  obtain ⟨N, hs, hle, hmin⟩ : ∃ N : ℕ, E q p ^ N *ᵥ v = 0 ∧ N ≤ k ∧
      ∀ j < N, E q p ^ j *ᵥ v ≠ 0 := by
    have hex : ∃ k, E q p ^ k *ᵥ v = 0 := ⟨k, hk⟩
    exact ⟨Nat.find hex, Nat.find_spec hex, Nat.find_min' hex hk,
      fun j hj => Nat.find_min hex hj⟩
  cases N with
  | zero => exact absurd (by simpa using hs) hv.ne_zero
  | succ m =>
    -- raising the vanishing vector forces the numerical factor to vanish
    have hr := raise_lowered hE hv hpq m
    rw [hs, mulVec_zero] at hr
    have h0 := (smul_eq_zero.mp hr.symm).resolve_right (hmin m (by omega))
    have h1 := (mul_eq_zero.mp h0).resolve_left (Nat.cast_add_one_ne_zero m)
    refine ⟨m, sub_eq_zero.mp h1, by omega, fun j => ⟨fun hj => ?_, fun hj =>
      hmin j (by omega)⟩⟩
    by_contra hlt
    obtain ⟨i, rfl⟩ := Nat.exists_eq_add_of_le (show m + 1 ≤ j by omega)
    apply hj
    rw [add_comm (m + 1) i, pow_add, ← mulVec_mulVec, hs, mulVec_zero]
```

## A constant shift can make the weights non-integral

Replace $E_{pq}$ by $E_{pq}+c\,\delta_{pq}\mathbf 1$, with $c$ complex.

```lean
/-- The generators with the constant `c` added to every diagonal one, `E_pq + c δ_pq`. -/
def shifted (E : Fin n → Fin n → Matrix (Fin d) (Fin d) ℂ) (c : ℂ) :
    Fin n → Fin n → Matrix (Fin d) (Fin d) ℂ :=
  fun p q => E p q + (if p = q then c else 0) • (1 : Matrix (Fin d) (Fin d) ℂ)
```

Multiples of the identity drop out of the commutator on the left. On the right they add $c(\delta_{qr}\delta_{ps}-\delta_{sp}\delta_{rq})=0$. The relations survive, $v$ is still annihilated by the raising generators, and every $l_p$ becomes $l_p+c$. The four cases in the proof are the possible values of the two Kronecker deltas.

```lean
/-- The shifted generators again obey the gl(n) relations, and `v` remains a highest weight
vector with every `l_p` replaced by `l_p + c`. -/
theorem shifted_highestWeight (hE : GLRelations E) (hv : IsHighestWeight E l v) (c : ℂ) :
    GLRelations (shifted E c) ∧ IsHighestWeight (shifted E c) (fun p => l p + c) v := by
  constructor
  · intro p q r s
    -- multiples of the identity drop out of every commutator
    have hL : ∀ (A B : Matrix (Fin d) (Fin d) ℂ) (a b : ℂ),
        (A + a • 1) * (B + b • 1) - (B + b • 1) * (A + a • 1) = A * B - B * A := by
      intro A B a b
      simp only [add_mul, mul_add, smul_mul_assoc, mul_smul_comm, one_mul, mul_one]
      module
    unfold shifted
    rw [hL, hE p q r s]
    rcases eq_or_ne q r with rfl | h1 <;> rcases eq_or_ne s p with rfl | h2
    · simp
    · simp [h2, h2.symm]
    · simp [h1, h1.symm]
    · simp [h1, h2]
  · refine ⟨hv.ne_zero, fun p q hpq => ?_, fun p => ?_⟩
    · simp [shifted, hpq.ne, hv.raise p q hpq]
    · simp [shifted, add_mulVec, Matrix.smul_mulVec, hv.weight, add_smul]
```

For a concrete example, take the matrix units, with a single entry 1 in row $p$ and column $q$. Lean uses $n+1$ labels here so that label 0 always exists.

```lean
/-- The defining representation of gl(n+1) by matrix units. -/
def units (n : ℕ) : Fin (n + 1) → Fin (n + 1) → Matrix (Fin (n + 1)) (Fin (n + 1)) ℂ :=
  fun p q => Matrix.single p q 1
```

Their product rule $E_{pq}E_{rs}=\delta_{qr}E_{ps}$ gives the commutation relations at once. The first basis vector has $l_0=1$ and all other weights, if any, equal to 0.

```lean
/-- The matrix units obey the gl(n+1) relations, and the first basis vector is a highest
weight vector with weight `(1, 0, ..., 0)`. -/
theorem units_witness (n : ℕ) : GLRelations (units n) ∧
    IsHighestWeight (units n) (fun p => if p = 0 then 1 else 0) (Pi.single 0 1) := by
  have hmul : ∀ p q r s, units n p q * units n r s = if q = r then units n p s else 0 := by
    intro p q r s
    rcases eq_or_ne q r with rfl | h
    · simp [units]
    · simp [units, h]
  refine ⟨fun p q r s => by rw [hmul, hmul], ?_, fun p q hpq => ?_, fun p => ?_⟩
  · intro h
    simpa using congrFun h 0
  · have hq : q ≠ 0 := (lt_of_le_of_lt (Fin.zero_le p) hpq).ne'
    ext i
    simp [units, hq]
  · ext i
    rcases eq_or_ne p 0 with rfl | hp
    · simp [units, Matrix.single_apply, Pi.single_apply, eq_comm]
    · simp [units, hp]
```

With $c=1/2$ the weights become $l_0=3/2$ and $l_p=1/2$ for $p\neq0$. If one of them were an integer $z$, doubling would give $3=2z$ or $1=2z$, which parity excludes.

```lean
/-- The matrix units shifted by `1/2` obey the gl(n+1) relations and have a highest weight
vector for which none of the `l_p` is an integer. -/
theorem nonintegral_weights_witness (n : ℕ) :
    GLRelations (shifted (units n) (1 / 2)) ∧
    IsHighestWeight (shifted (units n) (1 / 2))
      (fun p => (if p = 0 then 1 else 0) + 1 / 2) (Pi.single 0 1) ∧
    ∀ (p : Fin (n + 1)) (z : ℤ), (if p = 0 then (1 : ℂ) else 0) + 1 / 2 ≠ (z : ℂ) := by
  obtain ⟨hE, hv⟩ := units_witness n
  obtain ⟨h1, h2⟩ := shifted_highestWeight hE hv (1 / 2)
  refine ⟨h1, h2, fun p z hz => ?_⟩
  -- doubling would make an odd integer even
  split_ifs at hz
  · have h : (3 : ℂ) = 2 * (z : ℂ) := by linear_combination 2 * hz
    have h' : (3 : ℤ) = 2 * z := by exact_mod_cast h
    omega
  · have h : (1 : ℂ) = 2 * (z : ℂ) := by linear_combination 2 * hz
    have h' : (1 : ℤ) = 2 * z := by exact_mod_cast h
    omega

end

end HighestWeightIntegrality
```

For electrons in a finite orthonormal orbital basis, the spin-summed $E_{pp}$ counts the electrons in orbital $p$, so the $l_p$ are integers; that integrality comes from the number operators, since the commutation relations secure it only for the differences.

```lean
#print axioms HighestWeightIntegrality.weight_difference_natural
-- 'HighestWeightIntegrality.weight_difference_natural' depends on axioms: [propext, Classical.choice, Quot.sound]
```
